# Isotropic shielding by a spherical atom's Larmor current comes only from density farther from the nucleus than the probe

An atom in a uniform magnetic field $\mathbf B$ responds with a circulation of its electrons about the nucleus. That current produces a field of its own, which a probe elsewhere in the molecule feels. How much does a spherical atom shield a probe at distance $d$ from its nucleus, and with which sign?

Put the nucleus at the origin, an electron at $\mathbf x$ and the probe at $\mathbf p$, and use atomic units. Larmor rotation at angular velocity $\mathbf B/2$ gives the electron the velocity $\tfrac12\mathbf B\times\mathbf x$. Its charge is $-1$, so a unit of density carries the current $-\tfrac12\mathbf B\times\mathbf x$.

```lean
import Mathlib

open Matrix MeasureTheory Set
open scoped Real

namespace LarmorShielding

noncomputable section
```

The Biot-Savart law turns this current into a field at $\mathbf p$. The prefactor $\alpha^2$, with $\alpha$ the fine-structure constant, is left out throughout. Vectors are functions `Fin 3 → ℝ`, with `⬝ᵥ` for the dot product and `⨯₃` for the cross product.

```lean
/-- Biot-Savart field at `p`, in units of `α²`, of the Larmor current `-(1/2) B × x` carried by
a unit of electron density at `x ≠ p`, with the nucleus at the origin. -/
def inducedField (B x p : Fin 3 → ℝ) : Fin 3 → ℝ :=
  (1 / √((p - x) ⬝ᵥ (p - x)) ^ 3) • (((-(1 / 2 : ℝ)) • (B ⨯₃ x)) ⨯₃ (p - x))
```

The shielding tensor $\sigma$ is defined by $\mathbf B_{\rm ind}=-\sigma\mathbf B$, and its isotropic part is a third of its trace. In the code, `Pi.single i 1` is the unit field along axis $i$.

```lean
/-- Isotropic shielding at `p` due to a unit of density at `x ≠ p`: minus one third of the trace
of the linear map from the applied field to the induced field. -/
def isoShielding (x p : Fin 3 → ℝ) : ℝ :=
  -(1 / 3) * ∑ i, inducedField (Pi.single i 1) x p i
```

Points on a shell of radius $r$ are labelled by the polar cosine $u$ and the azimuth $\varphi$, and the probe will sit on the polar axis.

```lean
/-- The point of the sphere of radius `r` with polar cosine `u` in `[-1, 1]` and azimuth `φ`. -/
def shellPoint (r u φ : ℝ) : Fin 3 → ℝ :=
  ![r * √(1 - u ^ 2) * Real.cos φ, r * √(1 - u ^ 2) * Real.sin φ, r * u]
```

The following function of $u$ is written $K(r,d,u)$ below.

```lean
/-- The angular kernel `(r² - rdu) / (r² + d² - 2rdu)^(3/2)`, for `r² + d² - 2rdu > 0`. -/
def kernel (r d u : ℝ) : ℝ :=
  (r ^ 2 - r * d * u) / √(r ^ 2 + d ^ 2 - 2 * r * d * u) ^ 3
```

The shell average uses the uniform measure $du\,d\varphi/4\pi$.

```lean
/-- Average of the isotropic shielding over a spherical shell of radius `r`, seen from a probe
at distance `d ≠ r` from the nucleus. -/
def shellShielding (r d : ℝ) : ℝ :=
  (1 / (4 * π)) * ∫ φ in (0 : ℝ)..(2 * π), ∫ u in (-1 : ℝ)..1,
    isoShielding (shellPoint r u φ) ![0, 0, d]
```

For the whole atom, $\rho(r)$ is the number of electrons per unit volume, not the radial distribution $4\pi r^2\rho$. The angular integration is done first, by definition.

```lean
/-- Isotropic shielding by the Larmor current, in units of `α²`, at distance `d` from the nucleus of
a spherical atom with `ρ r` electrons per unit volume at radius `r`. -/
def atomShielding (ρ : ℝ → ℝ) (d : ℝ) : ℝ :=
  ∫ r in Ioi (0 : ℝ), 4 * π * r ^ 2 * ρ r * shellShielding r d
```

One step is left to physics: identifying the electronic response with this Larmor circulation. The current is built into `inducedField`, and a molecule also has paramagnetic and interatomic currents.

## (a) Trace of the double cross product

Show that the isotropic shielding by a unit of density at $\mathbf x$ is
$$\sigma_{\rm iso}(\mathbf x,\mathbf p)=\frac13\,\frac{\mathbf x\cdot(\mathbf x-\mathbf p)}{|\mathbf x-\mathbf p|^3}.$$

**Solution.** Let $\mathbf q=\mathbf p-\mathbf x$. Then
$$(\mathbf B\times\mathbf x)\times\mathbf q=\mathbf x(\mathbf B\cdot\mathbf q)-\mathbf B(\mathbf x\cdot\mathbf q).$$
As a linear map of $\mathbf B$ this has trace $\mathbf x\cdot\mathbf q-3\,\mathbf x\cdot\mathbf q=-2\,\mathbf x\cdot\mathbf q$. The factor $-\tfrac12$ from the current and $-\tfrac13$ from the definition leave $-\tfrac13\,\mathbf x\cdot\mathbf q/|\mathbf q|^3$, as required.

Lean expands both sides in components and compares them with `ring`. The physical reading needs $\mathbf x\ne\mathbf p$; at $\mathbf x=\mathbf p$ Lean's division by zero makes both sides $0$.

```lean
/-- The isotropic shielding by the Larmor current at `x` is `x·(x - p) / (3|x - p|³)`. -/
theorem isoShielding_eq (x p : Fin 3 → ℝ) :
    isoShielding x p = 1 / 3 * ((x ⬝ᵥ (x - p)) / √((p - x) ⬝ᵥ (p - x)) ^ 3) := by
  simp only [isoShielding, inducedField]
  generalize √((p - x) ⬝ᵥ (p - x)) ^ 3 = s
  simp [Fin.sum_univ_three, cross_apply, dotProduct, Pi.single_apply]
  ring
```

## (b) The shielding in shell coordinates

With the probe at $(0,0,d)$ and $u^2\le1$, show that
$$\sigma_{\rm iso}=\tfrac13K(r,d,u).$$

**Solution.** Since $\cos^2\varphi+\sin^2\varphi=1$, we have $|\mathbf x|^2=r^2(1-u^2)+r^2u^2=r^2$, and $\mathbf x\cdot\mathbf p=rdu$. Hence
$$\mathbf x\cdot(\mathbf x-\mathbf p)=r^2-rdu,\qquad |\mathbf x-\mathbf p|^2=r^2+d^2-2rdu.$$
Insert these in (a). They are `hdot` and `hdist` in the proof. The condition `hu` ensures that $\sqrt{1-u^2}$ squares back to $1-u^2$. Note that `kernel` is three times the shielding.

```lean
/-- On a shell of radius `r`, with the probe on the polar axis at height `d`, the isotropic
shielding is one third of the angular kernel. -/
theorem isoShielding_shellPoint (r d φ : ℝ) {u : ℝ} (hu : u ^ 2 ≤ 1) :
    isoShielding (shellPoint r u φ) ![0, 0, d] = 1 / 3 * kernel r d u := by
  have hw : √(1 - u ^ 2) ^ 2 = 1 - u ^ 2 := Real.sq_sqrt (by linarith)
  have hcs := Real.sin_sq_add_cos_sq φ
  have hdot : shellPoint r u φ ⬝ᵥ (shellPoint r u φ - ![0, 0, d]) = r ^ 2 - r * d * u := by
    simp only [shellPoint, dotProduct, Fin.sum_univ_three, Pi.sub_apply, Matrix.cons_val]
    linear_combination (r ^ 2 * √(1 - u ^ 2) ^ 2) * hcs + r ^ 2 * hw
  have hdist : (![0, 0, d] - shellPoint r u φ) ⬝ᵥ (![0, 0, d] - shellPoint r u φ)
      = r ^ 2 + d ^ 2 - 2 * r * d * u := by
    simp only [shellPoint, dotProduct, Fin.sum_univ_three, Pi.sub_apply, Matrix.cons_val]
    linear_combination (r ^ 2 * √(1 - u ^ 2) ^ 2) * hcs + r ^ 2 * hw
  rw [isoShielding_eq, hdot, hdist, kernel]
```

## (c) A primitive for the kernel

For $r\neq0$ and $r^2+d^2-2rdu>0$, show that
$$\frac{d}{du}\,\frac{ru-d}{r\sqrt{r^2+d^2-2rdu}}=K(r,d,u).$$

**Solution.** Write $S=\sqrt{r^2+d^2-2rdu}$, so $S'=-rd/S$. The quotient rule gives
$$\frac{rS+(ru-d)\,rd/S}{rS^2}=\frac{S^2+rdu-d^2}{S^3}=\frac{r^2-rdu}{S^3}.$$
In Lean, `h4` is the quotient rule, `e` expresses the numerator through $S^2$, and `alg` does the simplification.

```lean
/-- For `r ≠ 0` and `r² + d² - 2rdu > 0`, the angular kernel has the primitive
`(ru - d) / (r √(r² + d² - 2rdu))` in `u`. -/
theorem hasDerivAt_primitive {r d u : ℝ} (hr : r ≠ 0)
    (hpos : 0 < r ^ 2 + d ^ 2 - 2 * r * d * u) :
    HasDerivAt (fun v => (r * v - d) / (r * √(r ^ 2 + d ^ 2 - 2 * r * d * v)))
      (kernel r d u) u := by
  have h1 : HasDerivAt (fun v => r ^ 2 + d ^ 2 - 2 * r * d * v) (-(2 * r * d)) u :=
    (((hasDerivAt_id' u).const_mul (2 * r * d)).const_sub (r ^ 2 + d ^ 2)).congr_deriv (by ring)
  have h2 := h1.sqrt hpos.ne'
  have h3 : HasDerivAt (fun v => r * v - d) r u :=
    (((hasDerivAt_id' u).const_mul r).sub_const d).congr_deriv (by ring)
  have h4 := h3.fun_div (h2.const_mul r) (mul_ne_zero hr (Real.sqrt_pos.mpr hpos).ne')
  obtain ⟨S, hS⟩ : ∃ S, S = √(r ^ 2 + d ^ 2 - 2 * r * d * u) := ⟨_, rfl⟩
  have hS0 : S ≠ 0 := by rw [hS]; exact (Real.sqrt_pos.mpr hpos).ne'
  have hsq : S ^ 2 = r ^ 2 + d ^ 2 - 2 * r * d * u := by rw [hS]; exact Real.sq_sqrt hpos.le
  -- the numerator, rewritten through the squared distance
  have e : r ^ 2 - r * d * u = S ^ 2 + r * d * u - d ^ 2 := by linear_combination -hsq
  have alg : (r * (r * S) - (r * u - d) * (r * (-(2 * r * d) / (2 * S)))) / (r * S) ^ 2
      = kernel r d u := by
    rw [kernel, ← hS, e]
    field_simp
    ring
  rw [hS] at alg
  exact h4.congr_deriv alg
```

## (d) The angular average

For $r,d>0$ and $r\ne d$, show that
$$\frac12\int_{-1}^{1}K(r,d,u)\,du=\begin{cases}1/r,& d<r,\\ 0,& r<d.\end{cases}$$

**Solution.** On the interval, $S^2=(r-d)^2+2rd(1-u)>0$, so (c) applies throughout. At the ends, $S(1)=|r-d|$ and $S(-1)=r+d$. The primitive is therefore $(r-d)/(r|r-d|)=\pm1/r$ at $u=1$, with the plus sign for $d<r$, and $-1/r$ at $u=-1$. Half the difference is $1/r$ or $0$.

In numbers, $r=2$, $d=1$ gives end values $\tfrac12$ and $-\tfrac12$, hence the average $\tfrac12=1/r$. For $r=1$, $d=2$ both end values are $-1$, and the average is $0$.

The formula fails at $r=d$. There $K=1/(2\sqrt2\,r\sqrt{1-u})$ for $u<1$, and since $\int_{-1}^1(1-u)^{-1/2}du=2\sqrt2$, the average is $1/(2r)$, halfway between the two cases.

In the proof, `hpos` is the positivity of $S^2$, `hc` supplies continuity, `hI` is the fundamental theorem of calculus, and `e1` and `e2` are the two end distances.

```lean
/-- For `r, d > 0` and `r ≠ d`, the angular average of the kernel is `1/r` when the shell
encloses the probe and zero when it does not. -/
theorem average_kernel {r d : ℝ} (hr : 0 < r) (hd : 0 < d) (h : r ≠ d) :
    (1 / 2) * ∫ u in (-1 : ℝ)..1, kernel r d u = if d < r then 1 / r else 0 := by
  have hpos : ∀ u ∈ uIcc (-1 : ℝ) 1, 0 < r ^ 2 + d ^ 2 - 2 * r * d * u := by
    intro u hu
    rw [uIcc_of_le (by norm_num)] at hu
    have h1 : 0 < (r - d) ^ 2 :=
      lt_of_le_of_ne (sq_nonneg _) (Ne.symm (pow_ne_zero 2 (sub_ne_zero.mpr h)))
    have h2 : 0 ≤ r * d * (1 - u) := mul_nonneg (mul_pos hr hd).le (by linarith [hu.2])
    nlinarith
  have hc : ContinuousOn (fun u => kernel r d u) (uIcc (-1 : ℝ) 1) := by
    unfold kernel
    exact ContinuousOn.div (by fun_prop) (by fun_prop)
      (fun u hu => pow_ne_zero 3 (Real.sqrt_pos.mpr (hpos u hu)).ne')
  have hI : ∫ u in (-1 : ℝ)..1, kernel r d u
      = (r * 1 - d) / (r * √(r ^ 2 + d ^ 2 - 2 * r * d * 1))
        - (r * (-1) - d) / (r * √(r ^ 2 + d ^ 2 - 2 * r * d * (-1))) :=
    intervalIntegral.integral_eq_sub_of_hasDerivAt
      (f := fun v => (r * v - d) / (r * √(r ^ 2 + d ^ 2 - 2 * r * d * v)))
      (fun u hu => hasDerivAt_primitive hr.ne' (hpos u hu)) hc.intervalIntegrable
  -- distances from the probe to the two poles of the shell
  have e1 : √(r ^ 2 + d ^ 2 - 2 * r * d * 1) = |r - d| := by
    rw [← Real.sqrt_sq_eq_abs]
    congr 1
    ring
  have e2 : √(r ^ 2 + d ^ 2 - 2 * r * d * (-1)) = r + d := by
    rw [show r ^ 2 + d ^ 2 - 2 * r * d * (-1) = (r + d) ^ 2 by ring,
      Real.sqrt_sq (by positivity)]
  have q : ∀ x : ℝ, x ≠ 0 → x / (r * x) = 1 / r := fun x hx => by field_simp
  rw [hI, e1, e2, show r * (-1) - d = -(r + d) by ring, neg_div, q (r + d) (by positivity)]
  split_ifs with hlt
  · rw [abs_of_pos (sub_pos.mpr hlt), mul_one, q _ (sub_ne_zero.mpr h)]
    ring
  · have hn : r - d < 0 := sub_neg.mpr (lt_of_le_of_ne (not_lt.mp hlt) h)
    rw [abs_of_neg hn, show r * 1 - d = -(-(r - d)) by ring, neg_div,
      q _ (neg_ne_zero.mpr hn.ne)]
    ring
```

## (e) The sign before averaging

For $0<r<d$, show that an electron on the segment between nucleus and probe deshields:
$$K(r,d,1)<0.$$

**Solution.** At $u=1$ the numerator is $r(r-d)<0$ and the denominator is $(d-r)^3>0$, so $K=-r/(d-r)^2$. The zero average in (d) is thus a cancellation between parts of the shell. Lean proves the two signs separately and divides.

```lean
/-- For `0 < r < d` the kernel is negative at `u = 1`, where the electron lies between the
nucleus and the probe. -/
theorem kernel_neg {r d : ℝ} (hr : 0 < r) (h : r < d) : kernel r d 1 < 0 := by
  have hs : 0 < r ^ 2 + d ^ 2 - 2 * r * d * 1 := by nlinarith [mul_pos (sub_pos.mpr h) (sub_pos.mpr h)]
  exact div_neg_of_neg_of_pos (by nlinarith [mul_pos hr (sub_pos.mpr h)])
    (pow_pos (Real.sqrt_pos.mpr hs) 3)
```

## (f) Shielding by one shell

For $r,d>0$ and $r\neq d$, show that the shell average $\bar\sigma(r,d)$ of the isotropic shielding is
$$\bar\sigma(r,d)=\begin{cases}1/(3r),& d<r,\\ 0,& r<d.\end{cases}$$

**Solution.** By (b) the integrand does not depend on $\varphi$, so
$$\bar\sigma=\frac{2\pi}{4\pi}\cdot\frac13\int_{-1}^1K\,du=\frac13\cdot\frac12\int_{-1}^1K\,du,$$
and (d) finishes the calculation. Here `h1` inserts (b) under the integral and `hp` handles the factors of $\pi$.

```lean
/-- For `r, d > 0` and `r ≠ d`, the Biot-Savart shielding averaged over a shell is `1/(3r)` if
the shell encloses the probe and zero otherwise. -/
theorem shellShielding_eq {r d : ℝ} (hr : 0 < r) (hd : 0 < d) (h : r ≠ d) :
    shellShielding r d = if d < r then 1 / (3 * r) else 0 := by
  have h1 : ∀ φ : ℝ, ∫ u in (-1 : ℝ)..1, isoShielding (shellPoint r u φ) ![0, 0, d]
      = 1 / 3 * ∫ u in (-1 : ℝ)..1, kernel r d u := by
    intro φ
    rw [← intervalIntegral.integral_const_mul]
    apply intervalIntegral.integral_congr
    intro u hu
    rw [uIcc_of_le (by norm_num)] at hu
    exact isoShielding_shellPoint r d φ (by nlinarith [hu.1, hu.2])
  have hp : 1 / (4 * π) * (2 * π) = 1 / 2 := by
    rw [one_div, inv_mul_eq_iff_eq_mul₀ (by positivity)]
    ring
  have hk := average_kernel hr hd h
  unfold shellShielding
  simp only [h1, intervalIntegral.integral_const, smul_eq_mul, sub_zero]
  rw [← mul_assoc, hp]
  split_ifs at hk ⊢
  · linear_combination (1 / 3) * hk
  · linear_combination (1 / 3) * hk
```

## (g) Shielding by the whole atom

Let $d>0$ and let $r^2\rho$ be integrable on $(0,\infty)$, which for a density $\rho\ge0$ means a finite number of electrons. Show that the integral defining the atom's shielding converges and that
$$\sigma_{\rm atom}(d)=\frac{4\pi}{3}\int_d^\infty r\,\rho(r)\,dr.$$

**Solution.** By (f), the integrand $4\pi r^2\rho\,\bar\sigma$ is $\tfrac{4\pi}{3}r\rho$ for $r>d$ and zero for $r<d$. The single radius $r=d$ has measure zero. For $r>d$ we have $r|\rho|\le r^2|\rho|/d$, so the integral converges.

The two conclusions, `IntegrableOn` and the equation, are joined by `∧`; `Ioi d` is the interval $(d,\infty)$. In the proof, `hae` replaces the integrand almost everywhere, and `h1` and `h2` carry out the bound. The nucleus itself, $d=0$, is excluded by `hd`.

```lean
/-- For `d > 0` and `r²ρ` integrable, the isotropic shielding integral converges, and only the
density farther from the nucleus than the probe contributes, with weight `1/(3r)`. -/
theorem atomShielding_eq {ρ : ℝ → ℝ} {d : ℝ} (hd : 0 < d)
    (hρ : IntegrableOn (fun r => r ^ 2 * ρ r) (Ioi 0)) :
    IntegrableOn (fun r => 4 * π * r ^ 2 * ρ r * shellShielding r d) (Ioi 0) ∧
      atomShielding ρ d = 4 * π / 3 * ∫ r in Ioi d, r * ρ r := by
  -- up to the null set r = d, the integrand lives outside the probe radius
  have hne : ∀ᵐ r : ℝ, r ≠ d := compl_mem_ae_iff.mpr (measure_singleton d)
  have hae : (fun r => 4 * π * r ^ 2 * ρ r * shellShielding r d)
      =ᵐ[volume.restrict (Ioi 0)] (Ioi d).indicator (fun r => 4 * π / 3 * (r * ρ r)) := by
    filter_upwards [ae_restrict_of_ae hne, ae_restrict_mem measurableSet_Ioi] with r hrd hr
    rw [shellShielding_eq hr hd hrd]
    by_cases h : d < r
    · have hinv : r * r⁻¹ = 1 := mul_inv_cancel₀ (hd.trans h).ne'
      rw [if_pos h, indicator_of_mem (mem_Ioi.mpr h)]
      linear_combination (4 * π / 3 * r * ρ r) * hinv
    · simp [Set.indicator, h]
  have hsub : Integrable (fun r => r ^ 2 * ρ r) (volume.restrict (Ioi d)) :=
    hρ.mono_set (Ioi_subset_Ioi hd.le)
  -- beyond the probe, 1/r is bounded by 1/d
  have h1 : Integrable (fun r => r⁻¹ * (r ^ 2 * ρ r)) (volume.restrict (Ioi d)) := by
    refine Integrable.mono' (hsub.norm.const_mul d⁻¹)
      (measurable_inv.aestronglyMeasurable.mul hsub.aestronglyMeasurable) ?_
    filter_upwards [ae_restrict_mem measurableSet_Ioi] with r hr
    have hr' : d < r := hr
    rw [norm_mul, Real.norm_of_nonneg (inv_nonneg.mpr (hd.trans hr').le)]
    exact mul_le_mul_of_nonneg_right (inv_anti₀ hd hr'.le) (norm_nonneg _)
  have h2 : Integrable (fun r => r * ρ r) (volume.restrict (Ioi d)) := by
    refine h1.congr ?_
    filter_upwards [ae_restrict_mem measurableSet_Ioi] with r hr
    have hinv : r * r⁻¹ = 1 := mul_inv_cancel₀ (hd.trans hr).ne'
    linear_combination (r * ρ r) * hinv
  constructor
  · have h3 := (integrable_indicator_iff measurableSet_Ioi).mpr (h2.const_mul (4 * π / 3))
    exact (h3.integrableOn (s := Ioi 0)).congr hae.symm
  · unfold atomShielding
    rw [integral_congr_ae hae, setIntegral_indicator measurableSet_Ioi,
      inter_eq_right.mpr (Ioi_subset_Ioi hd.le), integral_const_mul]
```

## (h) The sign for a nonnegative density

With $d$ and $\rho$ as in (g), and $\rho(r)\ge0$ for all $r>0$, show that
$$\sigma_{\rm atom}(d)\ge0.$$

**Solution.** In (g) the integrand $r\rho$ is nonnegative on $(d,\infty)$, and so is the prefactor. Lean uses `setIntegral_nonneg` for the integral.

This bears on calculations with London orbitals, where positive isotropic shielding at a probe point may be read as a sign of a ring current: for a spherical atom, the local Larmor circulation alone already contributes to the isotropic shielding with that sign or not at all. Individual tensor components can have either sign.

```lean
/-- For a nonnegative radial density with `r²ρ` integrable, the isotropic shielding by the local
Larmor circulation is nonnegative at every distance `d > 0`. -/
theorem atomShielding_nonneg {ρ : ℝ → ℝ} {d : ℝ} (hd : 0 < d)
    (hρ : IntegrableOn (fun r => r ^ 2 * ρ r) (Ioi 0)) (h0 : ∀ r, 0 < r → 0 ≤ ρ r) :
    0 ≤ atomShielding ρ d := by
  rw [(atomShielding_eq hd hρ).2]
  refine mul_nonneg (by positivity) (setIntegral_nonneg measurableSet_Ioi fun r hr => ?_)
  have hr' : 0 < r := hd.trans hr
  exact mul_nonneg hr'.le (h0 r hr')
```

## (i) A probe outside all the density

With $d$ and $\rho$ as in (g), and $\rho(r)=0$ for all $r>d$, show that
$$\sigma_{\rm atom}(d)=0.$$

**Solution.** The integrand in (g) vanishes on the whole range $(d,\infty)$. Only the isotropic part is claimed to vanish; individual components of the shielding tensor may survive.

```lean
/-- If `r²ρ` is integrable and no density lies beyond the probe distance `d > 0`, the isotropic
shielding at the probe by the Larmor current vanishes. -/
theorem atomShielding_eq_zero {ρ : ℝ → ℝ} {d : ℝ} (hd : 0 < d)
    (hρ : IntegrableOn (fun r => r ^ 2 * ρ r) (Ioi 0)) (hout : ∀ r, d < r → ρ r = 0) :
    atomShielding ρ d = 0 := by
  rw [(atomShielding_eq hd hρ).2, setIntegral_eq_zero_of_forall_eq_zero, mul_zero]
  intro r hr
  rw [hout r hr, mul_zero]

end

end LarmorShielding
```

```lean
#print axioms LarmorShielding.kernel_neg
-- 'LarmorShielding.kernel_neg' depends on axioms: [propext, Classical.choice, Quot.sound]
#print axioms LarmorShielding.atomShielding_eq
-- 'LarmorShielding.atomShielding_eq' depends on axioms: [propext, Classical.choice, Quot.sound]
#print axioms LarmorShielding.atomShielding_nonneg
-- 'LarmorShielding.atomShielding_nonneg' depends on axioms: [propext, Classical.choice, Quot.sound]
#print axioms LarmorShielding.atomShielding_eq_zero
-- 'LarmorShielding.atomShielding_eq_zero' depends on axioms: [propext, Classical.choice, Quot.sound]
```
